# A constant density of two-level energy splittings gives a specific heat that stays linear as T → 0 only if it reaches down to zero

Q: I have searched a simulated glass for two-level systems and estimated a constant density \(P\) of splittings per unit energy and unit mass. My next step is to multiply \(P\) by \(\pi^2k_B^2/6\) and report the result as the coefficient of the linear specific heat. My search found nothing below some energy \(D\). Does that matter?

A: It matters at the lowest temperatures. For independent two-level systems with constant density between \(D\) and \(B\), that coefficient is right if \(D=0\), and the limit of \(C/T\) is zero if \(D>0\). With \(k_B=1\), the model is

\[
C(T)=P\int_D^B s(E/T)\,dE,\qquad s(x)=\frac{x^2e^x}{(1+e^x)^2}.
\]

In Lean, \(s\) is `schottky` and \(C(T)\) is `heatCapacity P D B T`, with all arguments real numbers.

```lean
import Mathlib

open MeasureTheory Set Filter Topology

noncomputable section

namespace TunnellingStates

/-- The Schottky function `x² eˣ / (1 + eˣ)²` of the reduced splitting `x = E/T`
(units with `k_B = 1`). -/
def schottky (x : ℝ) : ℝ := x ^ 2 * Real.exp x / (1 + Real.exp x) ^ 2

/-- Heat capacity at temperature `T > 0` of two-level systems whose splittings `E` are spread
with constant density `P` between `D` and `B`. -/
def heatCapacity (P D B T : ℝ) : ℝ := P * ∫ E in D..B, schottky (E / T)
```

Q: That is a formula someone typed in. Where is the two-level system?

A: Put the levels at energies 0 and \(E\). The Boltzmann weights give the mean energy \(u(T)=E/(1+e^{E/T})\), and the heat capacity is its temperature derivative:

\[
\frac{du}{dT}=-\frac{E\,e^{E/T}}{(1+e^{E/T})^2}\left(-\frac{E}{T^2}\right)=s(E/T).
\]

The theorem below proves this derivative for every \(T>0\), using the chain and quotient rules. It takes the thermal energy as its starting point; the Boltzmann average is the physical input.

```lean
/-- The temperature derivative of the thermal energy `E / (1 + exp (E/T))` of one two-level
system is the Schottky function of `E/T`, at every `T > 0`. -/
theorem hasDerivAt_thermalEnergy (E : ℝ) {T : ℝ} (hT : 0 < T) :
    HasDerivAt (fun t => E / (1 + Real.exp (E / t))) (schottky (E / T)) T := by
  have h1 : HasDerivAt (fun t => E / t) (-E / T ^ 2) T :=
    ((hasDerivAt_const T E).fun_div (hasDerivAt_id' T) hT.ne').congr_deriv (by ring)
  have hne : 1 + Real.exp (E / T) ≠ 0 := by positivity
  refine ((hasDerivAt_const T E).fun_div (h1.exp.const_add 1) hne).congr_deriv ?_
  unfold schottky
  ring
```

Q: And the \(\pi^2/6\)?

A: It is the integral of \(s\) over all positive \(x\). Continuity of \(s\) is recorded first, since it is needed later for splitting integrals. Then comes the moment

\[
\int_0^\infty x^2e^{-ax}\,dx=\frac{\Gamma(3)}{a^3}=\frac{2}{a^3},\qquad a>0,
\]

which Lean takes from Mathlib's Gamma integral.

```lean
theorem continuous_schottky : Continuous schottky := by
  unfold schottky
  exact Continuous.div (by fun_prop) (by fun_prop) (fun x => by positivity)

/-- The second moment of a decaying exponential: `∫₀^∞ x² e^{-ax} dx = 2/a³` for `a > 0`. -/
theorem integral_sq_mul_exp {a : ℝ} (ha : 0 < a) :
    ∫ x in Ioi (0 : ℝ), x ^ 2 * Real.exp (-(a * x)) = 2 / a ^ 3 := by
  have h := Real.integral_rpow_mul_exp_neg_mul_Ioi (a := 3) (r := a) (by norm_num) ha
  have e2 : (3 : ℝ) - 1 = ((2 : ℕ) : ℝ) := by norm_num
  have e3 : Real.Gamma 3 = 2 := by
    have g := Real.Gamma_nat_eq_factorial 2
    rw [show ((2 : ℕ) : ℝ) + 1 = 3 by norm_num] at g
    rw [g]
    norm_num [Nat.factorial]
  have e4 : (1 / a) ^ (3 : ℝ) = (1 / a) ^ 3 := by
    exact_mod_cast Real.rpow_natCast (1 / a) 3
  rw [e3, e4] at h
  simp only [e2, Real.rpow_natCast] at h
  rw [h]
  ring
```

Next, divide the numerator and denominator of \(s\) by \(e^{2x}\) and use \(\sum_n nz^n=z/(1-z)^2\) with \(z=-e^{-x}\). For \(x>0\) we have \(|z|<1\), so

\[
s(x)=\frac{x^2e^{-x}}{(1+e^{-x})^2}=\sum_{n\ge1}(-1)^{n+1}n\,x^2e^{-nx}.
\]

`HasSum` states both that the series converges and what its sum is.

```lean
/-- For `x > 0` the Schottky function is the alternating sum of the terms `n x² e^{-nx}`. -/
theorem hasSum_schottky {x : ℝ} (hx : 0 < x) :
    HasSum (fun n : ℕ => (-1 : ℝ) ^ (n + 1) * n * (x ^ 2 * Real.exp (-(n * x))))
      (schottky x) := by
  have hr : ‖-Real.exp (-x)‖ < 1 := by
    rw [norm_neg, Real.norm_of_nonneg (Real.exp_pos _).le, Real.exp_lt_one_iff]
    linarith
  have h := (hasSum_coe_mul_geometric_of_norm_lt_one hr).mul_left (-x ^ 2)
  have hf : (fun n : ℕ => (-1 : ℝ) ^ (n + 1) * n * (x ^ 2 * Real.exp (-(n * x))))
      = fun n : ℕ => -x ^ 2 * ((n : ℝ) * (-Real.exp (-x)) ^ n) := by
    funext n
    have he : Real.exp (-(n * x)) = Real.exp (-x) ^ n := by
      rw [← Real.exp_nat_mul]
      congr 1
      ring
    rw [he, neg_pow (Real.exp (-x)) n, pow_succ]
    ring
  have hv : schottky x
      = -x ^ 2 * (-Real.exp (-x) / (1 - -Real.exp (-x)) ^ 2) := by
    have hu := Real.exp_pos x
    have e1 : 1 - -(Real.exp x)⁻¹ = (1 + Real.exp x) / Real.exp x := by
      rw [eq_div_iff hu.ne']
      linear_combination inv_mul_cancel₀ hu.ne'
    have hne : 1 + Real.exp x ≠ 0 := by positivity
    unfold schottky
    rw [Real.exp_neg, e1]
    field_simp
  rw [hf, hv]
  exact h
```

Setting \(a=n\), the \(n\)th term integrates to \(2(-1)^{n+1}/n^2\), so we need the alternating sum. The even terms of \(\sum 1/n^2=\pi^2/6\) add up to a quarter of it, \(\pi^2/24\). Subtracting them twice flips their signs:

\[
\sum_{n\ge1}\frac{(-1)^{n+1}}{n^2}=\frac{\pi^2}{6}-2\cdot\frac{\pi^2}{24}=\frac{\pi^2}{12}.
\]

In the proof, `h1` and `h2` sum the even-term series over even and odd indices, and `HasSum.even_add_odd` joins them.

```lean
/-- The alternating sum `1 - 1/4 + 1/9 - ...` equals `π²/12`. -/
theorem hasSum_alternating :
    HasSum (fun n : ℕ => (-1 : ℝ) ^ (n + 1) / (n : ℝ) ^ 2) (Real.pi ^ 2 / 12) := by
  -- the even terms carry a quarter of ζ(2)
  have h1 : HasSum (fun k : ℕ => if Even (2 * k) then 1 / ((2 * k : ℕ) : ℝ) ^ 2 else 0)
      (Real.pi ^ 2 / 24) := by
    have hf : (fun k : ℕ => if Even (2 * k) then 1 / ((2 * k : ℕ) : ℝ) ^ 2 else 0)
        = fun k : ℕ => (1 / 4 : ℝ) * (1 / (k : ℝ) ^ 2) := by
      funext k
      rw [if_pos (even_two_mul k)]
      push_cast
      ring
    have hv : Real.pi ^ 2 / 24 = 1 / 4 * (Real.pi ^ 2 / 6) := by ring
    rw [hf, hv]
    exact hasSum_zeta_two.mul_left (1 / 4)
  have h2 : HasSum (fun k : ℕ => if Even (2 * k + 1) then 1 / ((2 * k + 1 : ℕ) : ℝ) ^ 2 else 0)
      0 := by
    convert (hasSum_zero : HasSum (fun _ : ℕ => (0 : ℝ)) 0) using 1
    funext k
    rw [if_neg (by rw [Nat.even_iff]; omega)]
  have he : HasSum (fun n : ℕ => if Even n then 1 / (n : ℝ) ^ 2 else 0)
      (Real.pi ^ 2 / 24 + 0) := HasSum.even_add_odd h1 h2
  -- subtracting them twice makes the series alternate
  have h : HasSum (fun n : ℕ => 1 / (n : ℝ) ^ 2 - 2 * (if Even n then 1 / (n : ℝ) ^ 2 else 0))
      (Real.pi ^ 2 / 6 - 2 * (Real.pi ^ 2 / 24 + 0)) := hasSum_zeta_two.sub (he.mul_left 2)
  convert h using 1
  · funext n
    rcases Nat.even_or_odd n with hn | hn
    · rw [if_pos hn, pow_succ, hn.neg_one_pow]
      ring
    · rw [if_neg (Nat.not_even_iff_odd.2 hn), pow_succ, hn.neg_one_pow]
      ring
  · ring
```

Q: You are exchanging a sum and an integral. What permits that?

A: The integrals of the absolute values are \(2/n^2\), and these have a finite sum. The values \(2/n^2\) are computed in `hnorm`, while `hval` holds the signed integrals. The exchange then gives

\[
\int_0^\infty s(x)\,dx=2\cdot\frac{\pi^2}{12}=\frac{\pi^2}{6}.
\]

Lean assigns the value 0 both to division by zero and to the integral of a non-integrable function. The \(n=0\) term of the alternating sum therefore adds nothing, and a nonzero integral is itself evidence of integrability, which is how `hint` argues for \(n\ge1\).

```lean
/-- The Schottky function integrated over all positive reduced splittings gives `π²/6`. -/
theorem integral_schottky : ∫ x in Ioi (0 : ℝ), schottky x = Real.pi ^ 2 / 6 := by
  have hint : ∀ n : ℕ, Integrable
      (fun x : ℝ => (-1 : ℝ) ^ (n + 1) * n * (x ^ 2 * Real.exp (-(n * x))))
      (volume.restrict (Ioi 0)) := by
    intro n
    rcases Nat.eq_zero_or_pos n with rfl | hn
    · simp
    · have hn' : (0 : ℝ) < n := by exact_mod_cast hn
      refine Integrable.const_mul ?_ _
      by_contra hc
      have h0 := integral_undef hc
      rw [integral_sq_mul_exp hn'] at h0
      have : 0 < 2 / (n : ℝ) ^ 3 := by positivity
      linarith
  have hval : ∀ n : ℕ, ∫ x in Ioi (0 : ℝ),
      (-1 : ℝ) ^ (n + 1) * n * (x ^ 2 * Real.exp (-(n * x)))
        = 2 * ((-1 : ℝ) ^ (n + 1) / (n : ℝ) ^ 2) := by
    intro n
    rcases Nat.eq_zero_or_pos n with rfl | hn
    · simp
    · have hn' : (0 : ℝ) < n := by exact_mod_cast hn
      rw [integral_const_mul, integral_sq_mul_exp hn']
      field_simp
  have hnorm : ∀ n : ℕ, ∫ x in Ioi (0 : ℝ),
      ‖(-1 : ℝ) ^ (n + 1) * n * (x ^ 2 * Real.exp (-(n * x)))‖ = 2 * (1 / (n : ℝ) ^ 2) := by
    intro n
    rcases Nat.eq_zero_or_pos n with rfl | hn
    · simp
    · have hn' : (0 : ℝ) < n := by exact_mod_cast hn
      have e : ∀ x : ℝ, ‖(-1 : ℝ) ^ (n + 1) * n * (x ^ 2 * Real.exp (-(n * x)))‖
          = n * (x ^ 2 * Real.exp (-(n * x))) := by
        intro x
        rw [norm_mul, norm_mul, norm_pow, norm_neg, norm_one, one_pow, one_mul,
          Real.norm_of_nonneg hn'.le, Real.norm_of_nonneg (by positivity)]
      simp_rw [e]
      rw [integral_const_mul, integral_sq_mul_exp hn']
      field_simp
  -- integrate the series term by term
  have key := hasSum_integral_of_summable_integral_norm hint
    (by simp_rw [hnorm]; exact hasSum_zeta_two.summable.mul_left 2)
  simp_rw [hval] at key
  rw [setIntegral_congr_fun measurableSet_Ioi
    (fun x hx => (hasSum_schottky hx).tsum_eq)] at key
  rw [key.unique (hasSum_alternating.mul_left 2)]
  ring
```

Q: My splittings stop at \(B\), though. They don't run to infinity.

A: The reduced splittings do, as the sample cools. Substitute \(x=E/T\):

\[
\frac{C(T)}{T}=P\int_0^{B/T}s(x)\,dx\;\longrightarrow\;P\,\frac{\pi^2}{6}\qquad(T\to0^+).
\]

So the limit does not depend on \(B\). In Lean, `𝓝[>] 0` means that \(T\) approaches zero through positive values. The proof establishes integrability, then \(B/T\to\infty\), and makes the substitution with `intervalIntegral.integral_comp_div`.

```lean
/-- Without a gap, and with any cutoff `B > 0`, `C/T` tends to `P π²/6` as `T` tends to zero from
above. -/
theorem gapless_limit (P : ℝ) {B : ℝ} (hB : 0 < B) :
    Tendsto (fun T => heatCapacity P 0 B T / T) (𝓝[>] 0) (𝓝 (P * (Real.pi ^ 2 / 6))) := by
  have hi : IntegrableOn schottky (Ioi 0) := by
    by_contra hc
    have h0 := integral_undef hc
    rw [integral_schottky] at h0
    have : 0 < Real.pi ^ 2 / 6 := by positivity
    linarith
  have hlim : Tendsto (fun T : ℝ => B / T) (𝓝[>] 0) atTop := by
    simpa [div_eq_mul_inv] using tendsto_inv_nhdsGT_zero.const_mul_atTop hB
  have h := (intervalIntegral_tendsto_integral_Ioi 0 hi hlim).const_mul P
  rw [integral_schottky] at h
  refine h.congr' ?_
  -- substitute x = E/T
  filter_upwards [self_mem_nhdsWithin] with T hT
  have hT' : T ≠ 0 := ne_of_gt hT
  unfold heatCapacity
  rw [intervalIntegral.integral_comp_div schottky hT', zero_div, smul_eq_mul]
  field_simp
```

Q: Now put in my gap.

A: Write \(C_{D,B}\) for the heat capacity of splittings between \(D\) and \(B\). Splitting the integral at \(D\) gives

\[
\frac{C_{D,B}(T)}{T}=\frac{C_{0,B}(T)}{T}-\frac{C_{0,D}(T)}{T}\;\longrightarrow\;P\,\frac{\pi^2}{6}-P\,\frac{\pi^2}{6}=0.
\]

The Lean proof subtracts the two gapless limits and then identifies the difference by adding adjacent intervals.

```lean
/-- With a gap `0 < D < B` in the splittings, `C/T` tends to zero as `T` tends to zero from
above. -/
theorem gapped_limit (P : ℝ) {D B : ℝ} (hD : 0 < D) (hDB : D < B) :
    Tendsto (fun T => heatCapacity P D B T / T) (𝓝[>] 0) (𝓝 0) := by
  -- the gapped sample is the difference of two gapless ones with equal linear terms
  have h := (gapless_limit P (hD.trans hDB)).sub (gapless_limit P hD)
  rw [sub_self] at h
  refine h.congr (fun T => ?_)
  have hc : Continuous (fun E : ℝ => schottky (E / T)) :=
    continuous_schottky.comp (continuous_id.div_const T)
  have hs := intervalIntegral.integral_add_adjacent_intervals
    (hc.intervalIntegrable (μ := volume) 0 D) (hc.intervalIntegrable (μ := volume) D B)
  unfold heatCapacity
  rw [← hs]
  ring
```

Q: Zero could still mean a slow power law. How fast does \(C\) fall?

A: With \(D>0\), exponentially in \(1/T\). Since \((1+e^{-x})^2\ge1\), we have \(s(x)\le x^2e^{-x}\). For \(D\le E\le B\) this gives \(s(E/T)\le(B/T)^2e^{-D/T}\), and integrating over an interval of length \(B-D\) yields

\[
C(T)\le P(B-D)\left(\frac{B}{T}\right)^2e^{-D/T}.
\]

In the proof, `hs` is the pointwise bound and `intervalIntegral.integral_mono_on` integrates it.

```lean
/-- For `P ≥ 0`, `0 ≤ D ≤ B` and `T > 0` the heat capacity is at most
`P (B - D) (B/T)² exp (-D/T)`. -/
theorem heatCapacity_le {P D B T : ℝ} (hP : 0 ≤ P) (hD : 0 ≤ D) (hDB : D ≤ B) (hT : 0 < T) :
    heatCapacity P D B T ≤ P * ((B - D) * ((B / T) ^ 2 * Real.exp (-(D / T)))) := by
  have hs : ∀ x, schottky x ≤ x ^ 2 * Real.exp (-x) := by
    intro x
    have hu := Real.exp_pos x
    have h : Real.exp x ≤ (Real.exp x)⁻¹ * (1 + Real.exp x) ^ 2 := by
      rw [inv_mul_eq_div, le_div_iff₀ hu]
      nlinarith
    unfold schottky
    rw [Real.exp_neg, div_le_iff₀ (by positivity), mul_assoc]
    exact mul_le_mul_of_nonneg_left h (sq_nonneg x)
  have hc : Continuous (fun E : ℝ => schottky (E / T)) :=
    continuous_schottky.comp (continuous_id.div_const T)
  have hm := intervalIntegral.integral_mono_on (μ := volume) hDB (hc.intervalIntegrable D B)
    (continuous_const.intervalIntegrable D B)
    (g := fun _ => (B / T) ^ 2 * Real.exp (-(D / T))) (by
      intro E hE
      have hE0 : 0 ≤ E := hD.trans hE.1
      have h1 : E / T ≤ B / T := div_le_div_of_nonneg_right hE.2 hT.le
      have h2 : D / T ≤ E / T := div_le_div_of_nonneg_right hE.1 hT.le
      have h3 : 0 ≤ E / T := by positivity
      refine (hs (E / T)).trans ?_
      gcongr)
  rw [intervalIntegral.integral_const, smul_eq_mul] at hm
  exact mul_le_mul_of_nonneg_left hm hP
```

Q: So what exactly is the final statement?

A: Let \(P>0\) and \(0\le D<B\). Then there is a number \(\gamma>0\) with \(C(T)/T\to\gamma\) as \(T\to0^+\) if and only if \(D=0\). If \(D=0\), take \(\gamma=P\pi^2/6\). If \(D>0\), the ratio tends to 0, and since a limit is unique it cannot also tend to a positive \(\gamma\).

The strict inequalities matter. For \(P=0\), or for \(D=B=0\), the heat capacity vanishes identically, so neither \(P\ge0\) nor \(D\le B\) would be enough.

```lean
/-- For density `P > 0` and splittings between `D` and `B` with `0 ≤ D < B`, the ratio `C/T` has
a positive finite limit as `T` tends to zero from above if and only if `D = 0`. -/
theorem linear_specific_heat_iff_gapless {P D B : ℝ} (hP : 0 < P) (hD : 0 ≤ D) (hDB : D < B) :
    (∃ γ : ℝ, 0 < γ ∧ Tendsto (fun T => heatCapacity P D B T / T) (𝓝[>] 0) (𝓝 γ)) ↔ D = 0 := by
  constructor
  · rintro ⟨γ, hγ, h⟩
    by_contra hne
    have hpos : 0 < D := lt_of_le_of_ne hD (Ne.symm hne)
    exact hγ.ne' (tendsto_nhds_unique h (gapped_limit P hpos hDB))
  · rintro rfl
    exact ⟨P * (Real.pi ^ 2 / 6), by positivity, gapless_limit P hDB⟩

end TunnellingStates
```

```lean
#print axioms TunnellingStates.hasDerivAt_thermalEnergy
#print axioms TunnellingStates.heatCapacity_le
#print axioms TunnellingStates.linear_specific_heat_iff_gapless
```

```
'TunnellingStates.hasDerivAt_thermalEnergy' depends on axioms: [propext, Classical.choice, Quot.sound]
'TunnellingStates.heatCapacity_le' depends on axioms: [propext, Classical.choice, Quot.sound]
'TunnellingStates.linear_specific_heat_iff_gapless' depends on axioms: [propext, Classical.choice, Quot.sound]
```

Q: My glass is more complicated than that.

A: It is. The model has a constant density with sharp edges, no interactions between the two-level systems, and full thermal equilibrium, so slow tunnellers that fail to respond during a measurement are counted anyway. Phonons are left out. The variable \(E\) is the full splitting, so asymmetries and tunnelling amplitudes enter only through the density of \(E\), which is assumed constant between \(D\) and \(B\).

Q: Then should I report my coefficient?

A: Report it with the range of temperatures where it applies. A rough estimate from the same substitution, which goes further than the theorems, is that for \(D\ll T\ll B\) the integral from \(D/T\) to \(B/T\) is already close to \(\pi^2/6\), so your gapped sample looks linear there. The law would extend to \(T\to0\) if the same constant density continued below \(D\) all the way to zero, but your search has not shown that.
